# The inverse overlap matrix gives the distance from each function of a finite basis to the span of the others

## Two overlapping functions

Take two normalised functions $v_0, v_1$ with overlap $s=\langle v_0,v_1\rangle$. Subtracting from $v_0$ its projection on $v_1$ leaves $r=v_0-s^*v_1$. This is orthogonal to $v_1$, and its squared length is $1-|s|^2$, which is therefore the squared distance from $v_0$ to the line of $v_1$. If $|s|<1$, the overlap matrix can be inverted:

$$S=\begin{pmatrix}1&s\\ s^*&1\end{pmatrix},\qquad S^{-1}=\frac{1}{1-|s|^2}\begin{pmatrix}1&-s\\-s^*&1\end{pmatrix}.$$

The squared distance is $1/(S^{-1})_{00}$. As $|s|\to1$ the second function makes the first redundant, and the diagonal element diverges.

## Redundancy in a finite basis

Let $v_i$ be finitely many linearly independent vectors in a complex inner-product space, with $S_{ij}=\langle v_i,v_j\rangle$. Let $U_i$ be the span of all $v_j$ with $j\neq i$, and $d_i$ the distance from $v_i$ to $U_i$. Then

$$d_i>0,\qquad d_i^2=\frac{1}{(S^{-1})_{ii}}.$$

Relative to the length of the function, $d_i^2/\|v_i\|^2=1/\big(S_{ii}(S^{-1})_{ii}\big)$. For a finite basis of normalised atomic orbitals with exactly known overlaps, the diagonal of $S^{-1}$ thus shows which functions are nearly reproduced by the rest.

## Derivation through the dual vector

**$S$ is invertible.** Suppose $Sc=0$ and put $u=\sum_j c_jv_j$. Then $\langle v_k,u\rangle=(Sc)_k=0$ for every $k$, so $\langle u,u\rangle=\sum_k c_k^*\langle v_k,u\rangle=0$. Hence $u=0$, and linear independence gives $c=0$.

**The dual vector.** Define $w_i=\sum_j (S^{-1})_{ji}v_j$. Then

$$\langle v_k,w_i\rangle=\sum_j S_{kj}(S^{-1})_{ji}=\delta_{ki}.$$

In particular $w_i\neq0$. Since $\langle w_i,w_i\rangle=\sum_k (S^{-1})_{ki}^*\,\delta_{ki}=(S^{-1})_{ii}^*$, the diagonal element is real and positive.

**The residual.** Put $r_i=w_i/(S^{-1})_{ii}$. Its coefficient on $v_i$ is one, so $v_i-r_i\in U_i$. Moreover $\langle v_k,r_i\rangle=\delta_{ki}/(S^{-1})_{ii}$, so $r_i$ is orthogonal to $U_i$.

**The distance.** For any $y\in U_i$ the vector $v_i-r_i-y$ lies in $U_i$, and Pythagoras gives

$$\|v_i-y\|^2=\|v_i-r_i-y\|^2+\|r_i\|^2\ge\|r_i\|^2,$$

with equality at $y=v_i-r_i$. Hence $d_i=\|r_i\|$, and the best fit to $v_i$ has coefficients $-(S^{-1})_{ji}/(S^{-1})_{ii}$ for $j\neq i$. Finally, $\langle v_i-r_i,r_i\rangle=0$, so

$$d_i^2=\langle r_i,r_i\rangle=\langle v_i,r_i\rangle=\frac1{(S^{-1})_{ii}}>0.$$

## Screening and large coefficients

Taking reciprocals of positive numbers, $d_i<\varepsilon$ holds exactly when $(S^{-1})_{ii}>1/\varepsilon^2$, for any $\varepsilon>0$.

For arbitrary coefficients $c$, let $u=\sum_jc_jv_j$. If $c_i\neq0$, then $u/c_i$ has coefficient one on $v_i$, so $v_i-u/c_i\in U_i$ and $d_i\le\|u\|/|c_i|$. Thus $|c_i|\,d_i\le\|u\|$, which is trivial for $c_i=0$. A normalised orbital can therefore have a large coefficient on $v_i$ only if $d_i$ is small. This bound needs no linear independence.

## A duplicated function breaks the formula

Let $e,f$ be orthonormal and take $v_0=v_1=e$, $v_2=f$. Then $d_2=1$, but $S$ is singular. Lean assigns a singular matrix the inverse zero and sets $1/0=0$, so the formula for $i=2$ would read $1=0$. Positivity fails as well, since $d_0=0$.

## How the Lean statement reads

`E` is a complex inner-product space of any dimension, and `n` labels the functions. The product `inner ℂ` is conjugate-linear in its first argument, as in Dirac notation. `overlap v` is $S$, `others v i` is $U_i$, and `distToOthers v i` is $d_i$, defined as an infimum of distances and not through a projection. The hypothesis `LinearIndependent ℂ v` says that no basis function is an exact combination of the others.

In `sq_dist_eq_one_div_inv_overlap` the real number $d_i^2$ is regarded as complex, because the entries of $S^{-1}$ are complex; the equality therefore also says that $(S^{-1})_{ii}$ is real. The criterion `dist_lt_iff` compares its real part with $1/\varepsilon^2$. Infinite bases and rounding errors in computing or inverting $S$ are not treated.

```lean
import Mathlib

open Matrix

namespace BasisRedundancy

noncomputable section

variable {E : Type*} [NormedAddCommGroup E] [InnerProductSpace ℂ E] {n : Type*}

/-- The overlap matrix of a family of basis functions. -/
def overlap (v : n → E) : Matrix n n ℂ := Matrix.of fun i j => inner ℂ (v i) (v j)

/-- The space spanned by all basis functions except the one labelled `i`. -/
def others (v : n → E) (i : n) : Submodule ℂ E := Submodule.span ℂ (v '' {j | j ≠ i})

/-- The distance from a basis function to the span of the other basis functions. -/
def distToOthers (v : n → E) (i : n) : ℝ := Metric.infDist (v i) (others v i : Set E)

/-- If `v i` differs from `r` by a combination of the other functions, and `r` is orthogonal to
each of them, then the distance to their span is the norm of `r`, and its square is the inner
product of `v i` with `r`. -/
theorem dist_of_orthogonal_residual {v : n → E} {i : n} {r : E}
    (hmem : v i - r ∈ others v i) (horth : ∀ j, j ≠ i → inner ℂ (v j) r = 0) :
    distToOthers v i = ‖r‖ ∧ ((distToOthers v i ^ 2 : ℝ) : ℂ) = inner ℂ (v i) r := by
  -- orthogonality extends from the functions to their span
  have hspan : ∀ y ∈ others v i, inner ℂ y r = 0 := by
    intro y hy
    unfold others at hy
    induction hy using Submodule.span_induction with
    | mem x hx =>
      obtain ⟨j, hj, rfl⟩ := hx
      exact horth j hj
    | zero => exact inner_zero_left r
    | add x y _ _ hx hy => rw [inner_add_left, hx, hy, add_zero]
    | smul a x _ hx => rw [inner_smul_left, hx, mul_zero]
  have hd : distToOthers v i = ‖r‖ := by
    apply le_antisymm
    · have h := Metric.infDist_le_dist_of_mem (x := v i) (s := (others v i : Set E)) hmem
      rw [dist_eq_norm, sub_sub_cancel] at h
      exact h
    · refine (Metric.le_infDist ⟨0, (others v i).zero_mem⟩).mpr ?_
      intro y hy
      -- Pythagoras for the residual and a vector in the span
      have hz := hspan _ ((others v i).sub_mem hmem hy)
      have hp := norm_add_sq (𝕜 := ℂ) (v i - r - y) r
      rw [hz, map_zero] at hp
      have he : v i - r - y + r = v i - y := by abel
      rw [he] at hp
      rw [dist_eq_norm]
      nlinarith [norm_nonneg r, norm_nonneg (v i - y), sq_nonneg ‖v i - r - y‖]
  refine ⟨hd, ?_⟩
  have h0 := hspan _ hmem
  rw [inner_sub_left, sub_eq_zero] at h0
  have hn : inner ℂ r r = (‖r‖ : ℂ) ^ 2 := inner_self_eq_norm_sq_to_K r
  rw [hd, h0, hn, Complex.ofReal_pow]

/-- For two normalised functions, the squared distance from the first to the line of the second
is one minus the squared modulus of their overlap. -/
theorem sq_dist_pair (v : Fin 2 → E) (h0 : ‖v 0‖ = 1) (h1 : ‖v 1‖ = 1) :
    distToOthers v 0 ^ 2 = 1 - ‖inner ℂ (v 0) (v 1)‖ ^ 2 := by
  have n0 : inner ℂ (v 0) (v 0) = (1 : ℂ) := by
    rw [inner_self_eq_norm_sq_to_K, h0]; simp
  have n1 : inner ℂ (v 1) (v 1) = (1 : ℂ) := by
    rw [inner_self_eq_norm_sq_to_K, h1]; simp
  have h := (dist_of_orthogonal_residual (v := v) (i := 0)
    (r := v 0 - (inner ℂ (v 1) (v 0) : ℂ) • v 1)
    (by
      rw [sub_sub_cancel]
      exact Submodule.smul_mem _ _ (Submodule.subset_span ⟨1, by simp, rfl⟩))
    (by
      intro j hj
      have hj1 : j = 1 := by omega
      rw [hj1, inner_sub_right, inner_smul_right, n1, mul_one, sub_self])).2
  rw [inner_sub_right, inner_smul_right, n0, ← inner_conj_symm (v 1) (v 0),
    Complex.conj_mul'] at h
  exact_mod_cast h

variable [Fintype n] [DecidableEq n]

/-- A combination with coefficient one on `v i` differs from `v i` by a vector in the span of
the other functions. -/
theorem sub_combination_mem (v : n → E) (i : n) (a : n → ℂ) (ha : a i = 1) :
    v i - ∑ j, a j • v j ∈ others v i := by
  have h := Finset.add_sum_erase Finset.univ (fun j => a j • v j) (Finset.mem_univ i)
  simp only [ha, one_smul] at h
  rw [← h, sub_add_cancel_left]
  exact Submodule.neg_mem _ (Submodule.sum_mem _ fun j hj =>
    Submodule.smul_mem _ _ (Submodule.subset_span ⟨j, Finset.ne_of_mem_erase hj, rfl⟩))

/-- The modulus of the coefficient of `v i` in any combination, times the distance from `v i` to the
span of the others, is at most the norm of the combination. -/
theorem weight_mul_dist_le (v : n → E) (i : n) (c : n → ℂ) :
    ‖c i‖ * distToOthers v i ≤ ‖∑ j, c j • v j‖ := by
  by_cases hc : c i = 0
  · rw [hc, norm_zero, zero_mul]
    exact norm_nonneg _
  -- rescale so that `v i` has coefficient one
  have hm := sub_combination_mem v i (fun j => c j / c i) (div_self hc)
  have h := Metric.infDist_le_dist_of_mem (x := v i) (s := (others v i : Set E)) hm
  rw [dist_eq_norm, sub_sub_cancel] at h
  have hs : ∑ j, c j • v j = c i • ∑ j, (c j / c i) • v j := by
    simp only [Finset.smul_sum, smul_smul, mul_div_cancel₀ _ hc]
  rw [hs, norm_smul]
  exact mul_le_mul_of_nonneg_left h (norm_nonneg _)

/-- The overlap matrix of linearly independent functions has nonzero determinant. -/
theorem overlap_det_ne_zero {v : n → E} (hv : LinearIndependent ℂ v) :
    (overlap v).det ≠ 0 := by
  intro h
  obtain ⟨c, hc, hS⟩ := Matrix.exists_mulVec_eq_zero_iff.mpr h
  have hk : ∀ k, inner ℂ (v k) (∑ j, c j • v j) = 0 := by
    intro k
    have := congrFun hS k
    simpa [Matrix.mulVec, dotProduct, overlap, inner_sum, inner_smul_right, mul_comm] using this
  have h0 : ∑ j, c j • v j = 0 := by
    rw [← inner_self_eq_zero (𝕜 := ℂ), sum_inner]
    exact Finset.sum_eq_zero fun j _ => by rw [inner_smul_left, hk, mul_zero]
  exact hc (funext (Fintype.linearIndependent_iff.mp hv c h0))

/-- The combination of basis functions with coefficients `(S⁻¹)_ji / (S⁻¹)_ii`. Since Lean sets `x /
0 = 0`, it is zero if `(S⁻¹)_ii = 0`. -/
def residual (v : n → E) (i : n) : E :=
  ∑ j, ((overlap v)⁻¹ j i / (overlap v)⁻¹ i i) • v j

/-- For linearly independent functions `(S⁻¹)_ii` is nonzero, and the residual has inner product
`1 / (S⁻¹)_ii` with `v i` and zero with every other function. -/
theorem inner_residual {v : n → E} (hv : LinearIndependent ℂ v) (i : n) :
    (overlap v)⁻¹ i i ≠ 0 ∧
      ∀ k, inner ℂ (v k) (residual v i) = if k = i then 1 / (overlap v)⁻¹ i i else 0 := by
  have hcol : ∀ k, inner ℂ (v k) (∑ j, (overlap v)⁻¹ j i • v j) =
      if k = i then (1 : ℂ) else 0 := by
    intro k
    have h := congrFun (congrFun (Matrix.mul_nonsing_inv (overlap v)
      (isUnit_iff_ne_zero.mpr (overlap_det_ne_zero hv))) k) i
    rw [Matrix.mul_apply, Matrix.one_apply] at h
    rw [← h, inner_sum]
    refine Finset.sum_congr rfl fun j _ => ?_
    rw [inner_smul_right, mul_comm]
    rfl
  constructor
  · -- a vanishing diagonal element would make the whole combination vanish
    intro h
    have hw : ∑ j, (overlap v)⁻¹ j i • v j = 0 := by
      rw [← inner_self_eq_zero (𝕜 := ℂ), sum_inner]
      simp only [inner_smul_left, hcol]
      simp [h]
    have h1 := hcol i
    rw [hw, inner_zero_right, if_pos rfl] at h1
    exact zero_ne_one h1
  · intro k
    have hr : residual v i = ((overlap v)⁻¹ i i)⁻¹ • ∑ j, (overlap v)⁻¹ j i • v j := by
      simp only [residual, Finset.smul_sum, smul_smul, div_eq_inv_mul]
    rw [hr, inner_smul_right, hcol]
    split_ifs <;> simp

/-- For linearly independent functions, the distance from `v i` to the span of the others is the
norm of the residual. -/
theorem dist_eq_norm_residual {v : n → E} (hv : LinearIndependent ℂ v) (i : n) :
    distToOthers v i = ‖residual v i‖ := by
  obtain ⟨hne, hin⟩ := inner_residual hv i
  exact (dist_of_orthogonal_residual (sub_combination_mem v i _ (div_self hne))
    fun j hj => (hin j).trans (if_neg hj)).1

/-- For linearly independent functions with overlap matrix `S`, the distance from `v i` to the
span of the others is positive and its square equals `1 / (S⁻¹)_ii`. -/
theorem sq_dist_eq_one_div_inv_overlap {v : n → E} (hv : LinearIndependent ℂ v) (i : n) :
    0 < distToOthers v i ∧
      ((distToOthers v i ^ 2 : ℝ) : ℂ) = 1 / (overlap v)⁻¹ i i := by
  obtain ⟨hne, hin⟩ := inner_residual hv i
  have h := (dist_of_orthogonal_residual (sub_combination_mem v i _ (div_self hne))
    fun j hj => (hin j).trans (if_neg hj)).2
  have hi := hin i
  rw [if_pos rfl] at hi
  refine ⟨?_, h.trans hi⟩
  rw [dist_eq_norm_residual hv i, norm_pos_iff]
  intro h0
  rw [h0, inner_zero_right] at hi
  exact one_div_ne_zero hne hi.symm

/-- For `ε > 0`, a function of a linearly independent basis lies within a distance less than `ε` of
the span of the others exactly when `(S⁻¹)_ii` exceeds `1 / ε²`. -/
theorem dist_lt_iff {v : n → E} (hv : LinearIndependent ℂ v) (i : n) {ε : ℝ} (hε : 0 < ε) :
    distToOthers v i < ε ↔ 1 / ε ^ 2 < ((overlap v)⁻¹ i i).re := by
  obtain ⟨hpos, hd⟩ := sq_dist_eq_one_div_inv_overlap hv i
  have hS : (overlap v)⁻¹ i i = ((1 / distToOthers v i ^ 2 : ℝ) : ℂ) := by
    rw [Complex.ofReal_div, hd, Complex.ofReal_one, one_div_one_div]
  rw [hS, Complex.ofReal_re, one_div_lt_one_div (pow_pos hε 2) (pow_pos hpos 2),
    sq_lt_sq₀ hpos.le hε.le]

end

end BasisRedundancy
```

```lean
#print axioms BasisRedundancy.sq_dist_pair
-- 'BasisRedundancy.sq_dist_pair' depends on axioms: [propext, Classical.choice, Quot.sound]
#print axioms BasisRedundancy.weight_mul_dist_le
-- 'BasisRedundancy.weight_mul_dist_le' depends on axioms: [propext, Classical.choice, Quot.sound]
#print axioms BasisRedundancy.sq_dist_eq_one_div_inv_overlap
-- 'BasisRedundancy.sq_dist_eq_one_div_inv_overlap' depends on axioms: [propext, Classical.choice, Quot.sound]
#print axioms BasisRedundancy.dist_lt_iff
-- 'BasisRedundancy.dist_lt_iff' depends on axioms: [propext, Classical.choice, Quot.sound]
```

## How the proof follows the derivation

`dist_of_orthogonal_residual` is the geometric step, for any suitable `r`. Induction over the span extends orthogonality from the functions to all of $U_i$. Then `le_antisymm` splits $d_i=\|r\|$ into two inequalities: the point $v_i-r$ gives the upper bound, and Pythagoras, through `norm_add_sq` and `nlinarith`, gives the lower one. `sq_dist_pair` applies this to the two-function residual of the opening example and also covers $|s|=1$.

`sub_combination_mem` separates the $i$-th term from a sum to show that a combination with coefficient one on $v_i$ differs from $v_i$ by an element of $U_i$. `weight_mul_dist_le` rescales by $c_i$ and uses this membership.

`overlap_det_ne_zero` turns a zero determinant into a nonzero null vector $c$ and reaches the contradiction derived above. In `inner_residual`, the intermediate result `hcol` is the duality relation $\langle v_k,w_i\rangle=\delta_{ki}$, read off from $SS^{-1}=1$. If $(S^{-1})_{ii}$ vanished, $w_i$ would have zero norm, contradicting $\langle v_i,w_i\rangle=1$. Dividing by the diagonal element then gives the inner products of `residual`.

`dist_eq_norm_residual` and `sq_dist_eq_one_div_inv_overlap` feed these facts into the geometric step. Positivity follows because a zero residual would make $1/(S^{-1})_{ii}$ zero. `dist_lt_iff` rewrites the diagonal element as $1/d_i^2$ and compares reciprocals, then squares, of positive numbers.
